# If a finite Lehmann sum takes a value c ≠ 0 at as many distinct points as it has poles, their total displacement from the poles is the total weight divided by c

The Lehmann sum G(x) = ∑ a(ε)/(x − ε) has finitely many real poles ε, with real weights a(ε) that need be neither positive nor normalised. The theorem supposes that G equals a nonzero constant c at distinct real points r(p), one labelled by each pole p and none of them itself a pole. It concludes that the displacements r(p) − p add up to the sum of the weights divided by c. For a nonempty set of poles, the proof forms the polynomial ∏(X − r(p)) − ∏(X − p) + ∑ₖ (a(k)/c) ∏_{p≠k}(X − p) and sets out to show that it is zero, because its degree is below the number of poles and it vanishes at every r(p). Comparing the coefficients one below the top degree then gives the result.

This version doesn't compile in Lean 4 with Mathlib:

```lean
import Mathlib

open MeasureTheory Polynomial

namespace SumCrossings

noncomputable section

variable {s : Finset ℝ} {a : ℝ → ℝ} {c : ℝ}

/-- The Lehmann sum `G(x) = ∑ a(ε) / (x - ε)` over a finite set `s` of real poles,
for real `x` outside `s`. -/
def greenFn (s : Finset ℝ) (a : ℝ → ℝ) (x : ℝ) : ℝ := ∑ e ∈ s, a e / (x - e)

/-- If `G = c ≠ 0` at distinct points `r p`, one for each pole `p` and none of them a pole,
then the displacements `r p - p` add up to the total weight divided by `c`. -/
theorem sum_crossings (hc : c ≠ 0) {r : ℝ → ℝ} (hinj : Set.InjOn r s)
    (hoff : ∀ p ∈ s, r p ∉ s) (hr : ∀ p ∈ s, greenFn s a (r p) = c) :
    ∑ p ∈ s, (r p - p) = (∑ p ∈ s, a p) / c := by
  rcases s.eq_empty_or_nonempty with rfl | hs
  · simp
  have hdeg : ∀ (t : Finset ℝ) (f : ℝ → ℝ),
      (∏ i ∈ t, (X - C (f i))).natDegree = t.card := by
    intro t f
    rw [natDegree_prod_of_monic _ _ fun i _ => monic_X_sub_C (f i)]
    simp
  have hl : ∀ (t : Finset ℝ) (f : ℝ → ℝ),
      (∏ i ∈ t, (X - C (f i))).coeff t.card = 1 := by
    intro t f
    have h := monic_prod_X_sub_C f t
    rw [Monic, leadingCoeff, hdeg] at h
    exact h
  -- a polynomial of degree below `card s` that vanishes at all crossings
  have hD : ∏ p ∈ s, (X - C (r p)) - ∏ p ∈ s, (X - C p)
      + ∑ k ∈ s, C (a k / c) * ∏ p ∈ s.erase k, (X - C p) = 0 := by
    refine eq_zero_of_degree_lt_of_eval_index_eq_zero r hinj ?_ ?_
    · rw [degree_lt_iff_coeff_zero]
      intro m hm
      have h1 : (∏ p ∈ s, (X - C (r p))).coeff m = (∏ p ∈ s, (X - C p)).coeff m := by
        rcases hm.eq_or_lt with rfl | hlt
        · exact (hl s r).trans (hl s fun p => p).symm
        · exact (coeff_eq_zero_of_natDegree_lt ((hdeg s r).trans_lt hlt)).trans
            (coeff_eq_zero_of_natDegree_lt ((hdeg s fun p => p).trans_lt hlt)).symm
      have h2 : ∀ k ∈ s, (∏ p ∈ s.erase k, (X - C p)).coeff m = 0 := fun k hk =>
        coeff_eq_zero_of_natDegree_lt ((hdeg (s.erase k) fun p => p).trans_lt
          ((Finset.card_erase_lt_of_mem hk).trans_le hm))
      simp only [coeff_add, coeff_sub, finset_sum_coeff, coeff_C_mul]
      rw [h1, sub_self, zero_add]
      exact Finset.sum_eq_zero fun k hk => by rw [h2 k hk, mul_zero]
    · intro i hi
      simp only [eval_add, eval_sub, eval_prod, eval_finset_sum, eval_mul, eval_C, eval_X]
      have z1 : ∏ p ∈ s, (r i - r p) = 0 := Finset.prod_eq_zero hi (sub_self _)
      have z2 : ∑ k ∈ s, a k / c * ∏ p ∈ s.erase k, (r i - p) = ∏ p ∈ s, (r i - p) := by
        calc _ = ∑ k ∈ s, a k / (r i - k) * ((∏ p ∈ s, (r i - p)) / c) := by
              refine Finset.sum_congr rfl fun k hk => ?_
              have hm : (r i - k) * ∏ p ∈ s.erase k, (r i - p) = ∏ p ∈ s, (r i - p) :=
                Finset.mul_prod_erase s (fun p => r i - p) hk
              have hne : r i - k ≠ 0 :=
                sub_ne_zero.2 fun h => hoff i hi (by rw [h]; exact hk)
              rw [← hm]
              field_simp
          _ = _ := by
              have h : ∑ k ∈ s, a k / (r i - k) = c := hr i hi
              rw [← Finset.sum_mul, h]
              field_simp
      rw [z1, z2]
      ring
  -- compare the subleading coefficients
  have h := congrArg (fun P : ℝ[X] => P.coeff (s.card - 1)) hD
  simp only [coeff_add, coeff_sub, finset_sum_coeff, coeff_C_mul, coeff_zero] at h
  have e1 : (∏ p ∈ s, (X - C (r p))).coeff (s.card - 1) = -∑ p ∈ s, r p :=
    prod_X_sub_C_coeff_card_pred s r hs.card_pos
  have e2 : (∏ p ∈ s, (X - C p)).coeff (s.card - 1) = -∑ p ∈ s, p :=
    prod_X_sub_C_coeff_card_pred s (fun p => p) hs.card_pos
  have e3 : ∑ k ∈ s, a k / c * (∏ p ∈ s.erase k, (X - C p)).coeff (s.card - 1)
      = (∑ k ∈ s, a k) / c := by
    rw [Finset.sum_div]
    refine Finset.sum_congr rfl fun k hk => ?_
    have h1 : (∏ p ∈ s.erase k, (X - C p)).coeff (s.card - 1) = 1 := by
      rw [← Finset.card_erase_of_mem hk]
      exact hl (s.erase k) fun p => p
    rw [h1, mul_one]
  rw [e1, e2, e3] at h
  rw [Finset.sum_sub_distrib]
  linarith

end

end SumCrossings
```

Compiling this gives:

```
Main.lean:36:54: error: Application type mismatch: The argument
  r
has type
  ℝ → ℝ
but is expected to have type
  Finset ?m.275
in the application
  eq_zero_of_degree_lt_of_eval_index_eq_zero r
Main.lean:70:35: warning: `Polynomial.finset_sum_coeff` has been deprecated: Use `Polynomial.finsetSum_coeff` instead
```

The error is a wrong explicit argument. `eq_zero_of_degree_lt_of_eval_index_eq_zero` expects a `Finset` first, the set of indices, but the proof gives it the function `r : ℝ → ℝ`. The repair passes `s`. The function `r` need not be given separately, since Lean can read it off from the next argument, `hinj : Set.InjOn r s`.

The warning says only that `Polynomial.finset_sum_coeff` is deprecated in favour of `Polynomial.finsetSum_coeff`. Changing the name in both places is tidying and has no part in curing the error. Only the later use was reported, because the earlier one lies in a branch that Lean did not reach once the `refine` had failed.

The diff also replaces `eval_finset_sum` with `Polynomial.eval_finsetSum`. That line is in the other unreached branch, so the messages say nothing about the old name and do not show whether this change was needed.

Lean accepts the file once it reads:

```diff
@@ -34,5 +34,5 @@
   have hD : ∏ p ∈ s, (X - C (r p)) - ∏ p ∈ s, (X - C p)
       + ∑ k ∈ s, C (a k / c) * ∏ p ∈ s.erase k, (X - C p) = 0 := by
-    refine eq_zero_of_degree_lt_of_eval_index_eq_zero r hinj ?_ ?_
+    refine eq_zero_of_degree_lt_of_eval_index_eq_zero s hinj ?_ ?_
     · rw [degree_lt_iff_coeff_zero]
       intro m hm
@@ -45,9 +45,9 @@
         coeff_eq_zero_of_natDegree_lt ((hdeg (s.erase k) fun p => p).trans_lt
           ((Finset.card_erase_lt_of_mem hk).trans_le hm))
-      simp only [coeff_add, coeff_sub, finset_sum_coeff, coeff_C_mul]
+      simp only [coeff_add, coeff_sub, finsetSum_coeff, coeff_C_mul]
       rw [h1, sub_self, zero_add]
       exact Finset.sum_eq_zero fun k hk => by rw [h2 k hk, mul_zero]
     · intro i hi
-      simp only [eval_add, eval_sub, eval_prod, eval_finset_sum, eval_mul, eval_C, eval_X]
+      simp only [eval_add, eval_sub, eval_prod, Polynomial.eval_finsetSum, eval_mul, eval_C, eval_X]
       have z1 : ∏ p ∈ s, (r i - r p) = 0 := Finset.prod_eq_zero hi (sub_self _)
       have z2 : ∑ k ∈ s, a k / c * ∏ p ∈ s.erase k, (r i - p) = ∏ p ∈ s, (r i - p) := by
@@ -68,5 +68,5 @@
   -- compare the subleading coefficients
   have h := congrArg (fun P : ℝ[X] => P.coeff (s.card - 1)) hD
-  simp only [coeff_add, coeff_sub, finset_sum_coeff, coeff_C_mul, coeff_zero] at h
+  simp only [coeff_add, coeff_sub, finsetSum_coeff, coeff_C_mul, coeff_zero] at h
   have e1 : (∏ p ∈ s, (X - C (r p))).coeff (s.card - 1) = -∑ p ∈ s, r p :=
     prod_X_sub_C_coeff_card_pred s r hs.card_pos
```
